# In an idempotent density matrix, an eigenvector of the fragment block with occupation 0 < n < 1 has a bath partner of occupation 1 − n

In an orthonormal basis, split an idempotent one-particle density matrix D into a fragment block A, an environment block C and a coupling block B, with Bᴴ as the other off-diagonal block. If A v = n v with n real, then the bath vector b = Bᴴ v satisfies

C b = (1 − n) b and ‖b‖² = n(1 − n) ‖v‖².

I meet this in density matrix embedding (DMET), where the bath orbitals are built from a mean-field density matrix. I'd like to see every step of the argument, and a version that a proof assistant has checked. Does it need anything beyond D² = D and the adjoint off-diagonal blocks?

## Four block equations and what they give

No, those two properties are enough, given that n is real. Write

D = [[A, B], [Bᴴ, C]].

Multiplying out D² = D block by block gives four equations:

A² + B Bᴴ = A
A B + B C = B
Bᴴ A + C Bᴴ = Bᴴ
Bᴴ B + C² = C

The third, applied to v, gives the occupation of the bath vector:

C b = C Bᴴ v = Bᴴ v − Bᴴ A v = (1 − n) b.

The first tells us what happens when b is coupled back to the fragment:

B b = B Bᴴ v = (A − A²) v = n(1 − n) v.

The norm follows from an overlap. Let v now be any fragment vector and let w satisfy A w = n w. Then

(Bᴴ v)ᴴ (Bᴴ w) = vᴴ B Bᴴ w = n(1 − n) vᴴ w.

Setting v = w gives ‖b‖² = n(1 − n) ‖v‖². If v ≠ 0, the left side is non-negative and ‖v‖² is positive, so n(1 − n) ≥ 0 and hence 0 ≤ n ≤ 1.

The second block equation runs the argument backwards. If an environment vector w satisfies C w = (1 − n) w, then

A (B w) = B w − B C w = n B w.

Finally, stack fragment and environment components into vectors of the whole system:

D (n v, b) = (n² v + n(1 − n) v, n b + (1 − n) b) = (n v, b)
D ((1 − n) v, −b) = (n(1 − n) v − n(1 − n) v, (1 − n) b − (1 − n) b) = 0

For ‖v‖ = 1 and 0 < n < 1, the normalised bath orbital is b̂ = b / √(n(1 − n)). The normalised pair is then √n v + √(1 − n) b̂, which is occupied, and √(1 − n) v − √n b̂, which is empty. At n = 0 or n = 1 the bath vector is zero: that fragment orbital is already empty or occupied in the whole system and needs no partner.

## Orbitals as coefficient vectors in Lean

The finite types `m` and `k` label the fragment and environment basis functions, and `m ⊕ k` labels the whole system. An orbital is a complex coefficient vector such as `v : m → ℂ`. The definition `densityMatrix A B C` puts `Bᴴ` in the lower left block, and `bathOrbital B v` is the unnormalised vector b.

The squared norm `sqNorm` is written out as a sum of squared moduli, because the default norm on such function types in Mathlib is the largest modulus. The product `⬝ᵥ` does not conjugate, so overlaps carry an explicit `star`. Both conventions presuppose an orthonormal basis.

The hypothesis `hD` is idempotency. For a Hermitian D, it says physically that the state is a single Slater determinant: the eigenvectors of D are spin orbitals that are either filled or empty, while other orbitals, such as those of the fragment, can have fractional occupation. It is assumed here, not derived from a Hamiltonian. The hypothesis `hv` says that v is an eigenvector of A with eigenvalue n, which is what the comments in the code mean by a fragment orbital of occupation n. For a normalised v, the expectation value vᴴ A v = n alone would not be enough. The type `n : ℝ` makes n real. A and C are not required to be Hermitian; the physical case, where they are, is included.

The main theorem, `bath_complementary_occupation`, states the two relations together. It also admits v = 0, and b = 0 when n is 0 or 1, so C b = (1 − n) b identifies an orbital only when b is nonzero. Everything is finite-dimensional, and the existence of a full set of fragment eigenvectors is not part of the statement.

```lean
import Mathlib

open Matrix

namespace BathOccupation

noncomputable section

variable {m k : Type*} [Fintype m] [Fintype k]

/-- The one-particle density matrix with fragment block `A`, environment block `C`, and
fragment-environment coupling `B` together with its adjoint. -/
def densityMatrix (A : Matrix m m ℂ) (B : Matrix m k ℂ) (C : Matrix k k ℂ) :
    Matrix (m ⊕ k) (m ⊕ k) ℂ :=
  fromBlocks A B Bᴴ C

/-- The unnormalised bath orbital `Bᴴ v` that the fragment orbital `v` induces in the
environment. -/
def bathOrbital (B : Matrix m k ℂ) (v : m → ℂ) : k → ℂ := Bᴴ *ᵥ v

/-- The squared norm of an orbital, the sum of its squared moduli over the sites. -/
def sqNorm (v : m → ℂ) : ℝ := ∑ i, ‖v i‖ ^ 2

/-- The overlap of an orbital with itself is its squared norm. -/
theorem overlap_self (v : m → ℂ) : star v ⬝ᵥ v = (sqNorm v : ℂ) := by
  simp only [dotProduct, sqNorm, Pi.star_apply, Complex.ofReal_sum]
  refine Finset.sum_congr rfl fun i _ => ?_
  rw [Complex.ofReal_pow]
  exact Complex.conj_mul' (v i)

/-- The density matrix is idempotent exactly when its blocks satisfy four equations. -/
theorem idempotent_iff (A : Matrix m m ℂ) (B : Matrix m k ℂ) (C : Matrix k k ℂ) :
    densityMatrix A B C * densityMatrix A B C = densityMatrix A B C ↔
      A * A + B * Bᴴ = A ∧ A * B + B * C = B ∧
      Bᴴ * A + C * Bᴴ = Bᴴ ∧ Bᴴ * B + C * C = C := by
  unfold densityMatrix
  rw [fromBlocks_multiply, fromBlocks_inj]

variable {A : Matrix m m ℂ} {B : Matrix m k ℂ} {C : Matrix k k ℂ}

/-- For an idempotent density matrix and a fragment orbital `v` of occupation `n`, coupling
the bath orbital back to the fragment returns `n (1 - n) v`. -/
theorem coupling_bathOrbital
    (hD : densityMatrix A B C * densityMatrix A B C = densityMatrix A B C)
    {v : m → ℂ} {n : ℝ} (hv : A *ᵥ v = (n : ℂ) • v) :
    B *ᵥ bathOrbital B v = ((n : ℂ) * (1 - n)) • v := by
  have h1 := ((idempotent_iff A B C).mp hD).1
  -- upper left block of D² = D
  have e : B * Bᴴ = A - A * A := eq_sub_of_add_eq (by rw [add_comm]; exact h1)
  unfold bathOrbital
  rw [mulVec_mulVec, e, sub_mulVec, ← mulVec_mulVec, hv, mulVec_smul, hv]
  module

/-- For an idempotent density matrix and a fragment orbital `w` of occupation `n`, the overlap
of the bath orbitals of `v` and `w` is `n (1 - n)` times the overlap of `v` and `w`. -/
theorem bathOrbital_overlap
    (hD : densityMatrix A B C * densityMatrix A B C = densityMatrix A B C)
    (v : m → ℂ) {w : m → ℂ} {n : ℝ} (hw : A *ᵥ w = (n : ℂ) • w) :
    star (bathOrbital B v) ⬝ᵥ bathOrbital B w = ((n : ℂ) * (1 - n)) * (star v ⬝ᵥ w) := by
  have h := coupling_bathOrbital hD hw
  have hs : star (bathOrbital B v) = star v ᵥ* B := by
    unfold bathOrbital
    rw [star_mulVec, conjTranspose_conjTranspose]
  rw [hs, ← dotProduct_mulVec, h, dotProduct_smul, smul_eq_mul]

/-- For an idempotent density matrix, a fragment orbital `v` of occupation `n` induces a bath
vector with `C b = (1 - n) b` and squared norm `n (1 - n)` times that of `v`. -/
theorem bath_complementary_occupation
    (hD : densityMatrix A B C * densityMatrix A B C = densityMatrix A B C)
    {v : m → ℂ} {n : ℝ} (hv : A *ᵥ v = (n : ℂ) • v) :
    C *ᵥ bathOrbital B v = (1 - (n : ℂ)) • bathOrbital B v ∧
      sqNorm (bathOrbital B v) = n * (1 - n) * sqNorm v := by
  constructor
  · have h3 := ((idempotent_iff A B C).mp hD).2.2.1
    -- lower left block of D² = D
    have e : C * Bᴴ = Bᴴ - Bᴴ * A := eq_sub_of_add_eq (by rw [add_comm]; exact h3)
    unfold bathOrbital
    rw [mulVec_mulVec, e, sub_mulVec, ← mulVec_mulVec, hv, mulVec_smul]
    module
  · have h := bathOrbital_overlap hD v hv
    rw [overlap_self, overlap_self] at h
    exact_mod_cast h

/-- For an idempotent density matrix, the occupation of a nonzero fragment orbital lies
between zero and one. -/
theorem occupation_mem_unit_interval
    (hD : densityMatrix A B C * densityMatrix A B C = densityMatrix A B C)
    {v : m → ℂ} {n : ℝ} (hv : A *ᵥ v = (n : ℂ) • v) (hv0 : v ≠ 0) :
    0 ≤ n ∧ n ≤ 1 := by
  obtain ⟨i, hi⟩ := Function.ne_iff.mp hv0
  have hpos : 0 < sqNorm v :=
    Finset.sum_pos' (fun j _ => by positivity)
      ⟨i, Finset.mem_univ i, pow_pos (norm_pos_iff.mpr hi) 2⟩
  have hb : 0 ≤ sqNorm (bathOrbital B v) := Finset.sum_nonneg fun j _ => by positivity
  rw [(bath_complementary_occupation hD hv).2] at hb
  -- the squared norm of the bath orbital cannot be negative
  have hn : 0 ≤ n * (1 - n) := nonneg_of_mul_nonneg_left hb hpos
  constructor <;> nlinarith [sq_nonneg n, sq_nonneg (1 - n)]

/-- Conversely, for an idempotent density matrix, an environment vector `w` with
`C w = (1 - n) w` couples to a fragment vector with `A (B w) = n (B w)`. -/
theorem fragment_complementary_occupation
    (hD : densityMatrix A B C * densityMatrix A B C = densityMatrix A B C)
    {w : k → ℂ} {n : ℝ} (hw : C *ᵥ w = (1 - (n : ℂ)) • w) :
    A *ᵥ (B *ᵥ w) = (n : ℂ) • (B *ᵥ w) := by
  have h2 := ((idempotent_iff A B C).mp hD).2.1
  have e : A * B = B - B * C := eq_sub_of_add_eq h2
  rw [mulVec_mulVec, e, sub_mulVec, ← mulVec_mulVec, hw, mulVec_smul]
  module

/-- For an idempotent density matrix and a fragment orbital `v` of occupation `n` with bath
orbital `b`, the density matrix fixes `(n v, b)` and annihilates `((1 - n) v, -b)`. -/
theorem fragment_bath_pair
    (hD : densityMatrix A B C * densityMatrix A B C = densityMatrix A B C)
    {v : m → ℂ} {n : ℝ} (hv : A *ᵥ v = (n : ℂ) • v) :
    densityMatrix A B C *ᵥ Sum.elim ((n : ℂ) • v) (bathOrbital B v) =
        Sum.elim ((n : ℂ) • v) (bathOrbital B v) ∧
      densityMatrix A B C *ᵥ Sum.elim ((1 - (n : ℂ)) • v) (-bathOrbital B v) = 0 := by
  have key : ∀ (x : m → ℂ) (y : k → ℂ), densityMatrix A B C *ᵥ Sum.elim x y =
      Sum.elim (A *ᵥ x + B *ᵥ y) (Bᴴ *ᵥ x + C *ᵥ y) := by
    intro x y
    unfold densityMatrix
    rw [fromBlocks_mulVec, Sum.elim_comp_inl, Sum.elim_comp_inr]
  have hB := coupling_bathOrbital hD hv
  have hC := (bath_complementary_occupation hD hv).1
  have hb : Bᴴ *ᵥ v = bathOrbital B v := rfl
  constructor
  · have h1 : A *ᵥ ((n : ℂ) • v) + B *ᵥ bathOrbital B v = (n : ℂ) • v := by
      rw [mulVec_smul, hv, hB]
      module
    have h2 : Bᴴ *ᵥ ((n : ℂ) • v) + C *ᵥ bathOrbital B v = bathOrbital B v := by
      rw [mulVec_smul, hb, hC]
      module
    rw [key, h1, h2]
  · have h1 : A *ᵥ ((1 - (n : ℂ)) • v) + B *ᵥ (-bathOrbital B v) = 0 := by
      rw [mulVec_smul, mulVec_neg, hv, hB]
      module
    have h2 : Bᴴ *ᵥ ((1 - (n : ℂ)) • v) + C *ᵥ (-bathOrbital B v) = 0 := by
      rw [mulVec_smul, mulVec_neg, hb, hC]
      module
    rw [key, h1, h2]
    funext i
    rcases i with i | i <;> rfl

/-- One orbital with real amplitudes `c` and `s` on two sites, `c² + s² = 1`, has an idempotent
density matrix, and its first site is a fragment orbital of occupation `c²`. -/
theorem two_site_witness (c s : ℝ) (h : c ^ 2 + s ^ 2 = 1) :
    densityMatrix !![(c : ℂ) ^ 2] !![(c : ℂ) * s] !![(s : ℂ) ^ 2] *
        densityMatrix !![(c : ℂ) ^ 2] !![(c : ℂ) * s] !![(s : ℂ) ^ 2] =
        densityMatrix !![(c : ℂ) ^ 2] !![(c : ℂ) * s] !![(s : ℂ) ^ 2] ∧
      !![(c : ℂ) ^ 2] *ᵥ ![1] = ((c ^ 2 : ℝ) : ℂ) • ![(1 : ℂ)] := by
  have hc : (c : ℂ) ^ 2 + (s : ℂ) ^ 2 = 1 := by exact_mod_cast h
  have hB : (!![(c : ℂ) * s])ᴴ = !![(c : ℂ) * s] := by
    ext i j
    fin_cases i
    fin_cases j
    simp
  -- one by one matrices multiply and add like numbers
  have hmul : ∀ a b : ℂ, !![a] * !![b] = !![a * b] := by
    intro a b
    ext i j
    fin_cases i
    fin_cases j
    simp [Matrix.mul_apply]
  have hadd : ∀ a b : ℂ, !![a] + !![b] = !![a + b] := by
    intro a b
    ext i j
    fin_cases i
    fin_cases j
    simp
  constructor
  · rw [idempotent_iff]
    simp only [hB, hmul, hadd]
    refine ⟨congrArg (fun z : ℂ => !![z]) ?_, congrArg (fun z : ℂ => !![z]) ?_,
      congrArg (fun z : ℂ => !![z]) ?_, congrArg (fun z : ℂ => !![z]) ?_⟩
    · linear_combination (c : ℂ) ^ 2 * hc
    · linear_combination (c : ℂ) * s * hc
    · linear_combination (c : ℂ) * s * hc
    · linear_combination (s : ℂ) ^ 2 * hc
  · ext i
    fin_cases i
    simp [Matrix.mulVec, dotProduct]

end

end BathOccupation
```

```lean
#print axioms BathOccupation.occupation_mem_unit_interval
#print axioms BathOccupation.fragment_complementary_occupation
#print axioms BathOccupation.fragment_bath_pair
```

```
'BathOccupation.occupation_mem_unit_interval' depends on axioms: [propext, Classical.choice, Quot.sound]
'BathOccupation.fragment_complementary_occupation' depends on axioms: [propext, Classical.choice, Quot.sound]
'BathOccupation.fragment_bath_pair' depends on axioms: [propext, Classical.choice, Quot.sound]
```

## From the blocks to the checked proof

`idempotent_iff` is the block multiplication: `fromBlocks_multiply` computes D², and `fromBlocks_inj` says that two block matrices agree exactly when their blocks do. `overlap_self` is the identity z* z = |z|², summed over the components.

`coupling_bathOrbital` solves the upper left equation for B Bᴴ and applies the result to v. The rewrites with `hv` replace A v by n v, once for A and twice for A². The tactic `module` then collects the scalar coefficients, confirming n − n² = n(1 − n).

In `bathOrbital_overlap`, the step `hs` turns (Bᴴ v)ᴴ into vᴴ B. Regrouping the product leaves B acting on the bath vector of w, which the previous lemma evaluates.

The main theorem has two halves. The first solves the lower left equation for C Bᴴ and applies it to v. The second takes the overlap of the bath vector with itself, and `exact_mod_cast` carries the resulting complex equation back to the real numbers.

For `occupation_mem_unit_interval`, a nonzero component of v makes `sqNorm v` positive, which gives n(1 − n) ≥ 0. The bounds then follow from n = n² + n(1 − n) and 1 − n = (1 − n)² + n(1 − n), which is why `nlinarith` is given the two squares.

`fragment_complementary_occupation` solves the upper right equation for A B and applies the result to w. In `fragment_bath_pair`, the auxiliary statement `key` separates the action of D into its fragment and environment components, and the earlier results evaluate each one.

`two_site_witness` supplies a concrete case: one orbital with real amplitudes c and s on two sites, where c² + s² = 1. Its blocks are c², cs and s². The fragment occupation is c², the bath vector is cs, and the environment occupation is s² = 1 − c². Each block equation reduces to a multiple of the normalisation condition, which `linear_combination` verifies.

## Building the bath in a DMET calculation

For a non-interacting or mean-field reference state with an idempotent D, the relations turn bath construction into a few matrix operations:

1. Express D in an orthonormal localised basis. For a closed-shell calculation, use the density matrix of one spin, which is half the spin-summed one.
2. Diagonalise the fragment block A to obtain orthonormal orbitals v and occupations n.
3. Multiply each v by the environment–fragment block Bᴴ.
4. Discard vectors with n(1 − n) below a chosen threshold, and divide the others by √(n(1 − n)).

The overlap formula shows that the resulting bath orbitals are already orthonormal. Each is built from one fragment orbital, so there are never more of them than fragment orbitals. Each retained pair holds n + (1 − n) = 1 electron per spin. A fragment orbital whose bath vector was discarded stays in the embedded problem and adds its own occupation, close to 0 or 1. Together these give a quick check on the electron count.

The same bath space can be obtained from a singular value decomposition of Bᴴ, whose singular values are √(n(1 − n)). Occupations n and 1 − n share a singular value, so the decomposition may mix their bath orbitals. The space they span is unaffected, but individual vectors need not then be eigenvectors of C. Near n = 0 or n = 1 the normalising factor is small and the division amplifies rounding errors, which is one practical reason for the threshold.

A correlated state generally has a density matrix that is not idempotent, and the complementary occupations should not be expected there.
